# Velocities in a degenerate level fill the interval between the extreme band velocities

Take two bands that cross at $k=0$, with Hamiltonian

$$H(k)=E_0+kV,\qquad V=\begin{pmatrix}0&1\\1&0\end{pmatrix},$$

and units with $\hbar=1$, so that a velocity is a slope $dE/dk$. The energies are $E_0\pm k$, and the bands have velocities $\pm1$. At $k=0$ every normalized vector is an eigenstate of $H$. The state $u=(\cos\theta,\sin\theta)$ has

$$\langle u,Vu\rangle=2\sin\theta\cos\theta=\sin2\theta,$$

which takes every value from $-1$ to $1$. Both original basis states give $0$, the velocity of neither band. The orthogonal partner $(-\sin\theta,\cos\theta)$ has velocity $-\sin2\theta$, so the sum over the basis is always $0=\operatorname{tr}V$.

## The range and the sum for any Hermitian velocity operator

Let $V$ be a Hermitian operator on a level of finite dimension $d\ge1$, with least eigenvalue $a$ and greatest eigenvalue $b$. The values $\langle u,Vu\rangle$ over unit vectors $u$ fill exactly $[a,b]$, and their sum over any orthonormal basis is $\operatorname{tr}V$.

These values are real, since $\overline{\langle u,Vu\rangle}=\langle Vu,u\rangle=\langle u,Vu\rangle$.

**No value lies outside $[a,b]$.** Let $w_i$ be an orthonormal eigenbasis, $Vw_i=\lambda_iw_i$. Then

$$\langle u,Vu\rangle=\sum_i\langle u,w_i\rangle\langle w_i,Vu\rangle=\sum_i\langle u,w_i\rangle\langle Vw_i,u\rangle=\sum_i\lambda_i|\langle w_i,u\rangle|^2 .$$

The weights are nonnegative and add up to $\|u\|^2=1$. Since $a\le\lambda_i\le b$, the average lies in $[a,b]$.

**Every value in $[a,b]$ occurs.** Choose unit vectors with $Vp=ap$ and $Vq=bq$. If $a=b$, the state $p$ suffices. If $a<b$, then

$$(a-b)\langle p,q\rangle=\langle Vp,q\rangle-\langle p,Vq\rangle=0,$$

so $p\perp q$. For $v\in[a,b]$ put $t=(v-a)/(b-a)$, which lies in $[0,1]$, and $u=\sqrt{1-t}\,p+\sqrt t\,q$. Then $\|u\|^2=(1-t)+t=1$, and the cross terms vanish in

$$\langle u,Vu\rangle=a(1-t)+bt=a+t(b-a)=v .$$

**The sum is fixed.** In an orthonormal basis $e_i$ the numbers $\langle e_i,Ve_i\rangle$ are the diagonal elements of the matrix $M$ of $V$. A change of orthonormal basis replaces $M$ by $U^\dagger MU$ with $U$ unitary, and $\operatorname{tr}(U^\dagger MU)=\operatorname{tr}(MUU^\dagger)=\operatorname{tr}M$.

Hermiticity matters for the range: real eigenvalues alone do not suffice. The matrix $\begin{pmatrix}0&1\\0&0\end{pmatrix}$ has $0$ as its only eigenvalue, but $u=(1,1)/\sqrt2$ gives $\langle u,Vu\rangle=\tfrac12$.

In a non-interacting band calculation, diagonal velocity matrix elements at a degenerate $k$-point therefore depend on the basis that the eigensolver returns, unless $V$ is a multiple of the identity on the level. Diagonalizing $V$ within the level gives the band slopes along the chosen direction.

## States, velocities and band velocities in Lean

The degenerate level is a complex inner product space `E`, whose inner product is conjugate-linear in the first argument.

```lean
import Mathlib

open Module

namespace BandCrossingVelocity

noncomputable section

variable {E : Type*} [NormedAddCommGroup E] [InnerProductSpace ℂ E]
```

The operator `V` stands for one Cartesian component of the velocity, projected onto the level: its matrix elements are those between states of the level. The velocity of a state is defined as a real part, so that it is a real number for any linear map.

```lean
/-- The velocity of a state `u` of the degenerate level: the real part of `⟨u, V u⟩`. -/
def velocity (V : E →ₗ[ℂ] E) (u : E) : ℝ := (inner ℂ u (V u)).re
```

The band velocities are defined as the real eigenvalues of `V`. That these are the slopes of the bands is degenerate first-order perturbation theory, which enters through this definition; no $H(k)$ appears in the file.

```lean
/-- The band velocities at the crossing: the real eigenvalues of the velocity operator. -/
def bandVelocities (V : E →ₗ[ℂ] E) : Set ℝ := {v | End.HasEigenvalue V (v : ℂ)}
```

The hypothesis `V.IsSymmetric` says $\langle Vx,y\rangle=\langle x,Vy\rangle$ for all $x,y$, which is Hermiticity. Under it the real part is the whole expectation value, by the conjugation argument above.

```lean
variable {V : E →ₗ[ℂ] E}

/-- For a Hermitian velocity operator the expectation value `⟨u, V u⟩` is real. -/
theorem ofReal_velocity (hV : V.IsSymmetric) (u : E) :
    (velocity V u : ℂ) = inner ℂ u (V u) :=
  Complex.conj_eq_iff_re.1 (by rw [inner_conj_symm]; exact hV u u)
```

## Eigenstates and their superpositions

A normalized eigenvector with a real eigenvalue $v$ has velocity $v$: $\langle u,vu\rangle=v\|u\|^2=v$.

```lean
/-- A normalized eigenvector of the velocity operator with a real eigenvalue has that eigenvalue as
velocity. -/
theorem velocity_of_eigenvector {u : E} {v : ℝ} (hu : ‖u‖ = 1)
    (h : V u = (v : ℂ) • u) : velocity V u = v := by
  rw [velocity, h, inner_smul_right, inner_self_eq_norm_sq_to_K, hu]
  simp
```

Conversely, each band velocity has a normalized eigenvector, obtained by dividing any eigenvector by its norm.

```lean
/-- Every band velocity belongs to a normalized eigenvector. -/
theorem exists_band_state {v : ℝ} (hv : v ∈ bandVelocities V) :
    ∃ u : E, ‖u‖ = 1 ∧ V u = (v : ℂ) • u := by
  obtain ⟨x, hx⟩ := End.HasEigenvalue.exists_hasEigenvector hv
  refine ⟨((‖x‖⁻¹ : ℝ) : ℂ) • x, ?_, ?_⟩
  · rw [norm_smul, Complex.norm_real, norm_inv, norm_norm,
      inv_mul_cancel₀ (norm_ne_zero_iff.2 hx.2)]
  · rw [map_smul, hx.apply_eq_smul, smul_comm]
```

The next lemma computes the norm and velocity of $cp+sq$ for real amplitudes with $c^2+s^2=1$. The `simp only` calls expand the inner products and set the overlaps of $p$ with $q$ to zero; `linear_combination` and `ring` finish the algebra.

```lean
/-- Mixing two orthonormal eigenvectors, which have real eigenvalues `a` and `b`, with real
amplitudes `c` and `s` respectively, `c² + s² = 1`, gives a normalized state of velocity
`a c² + b s²`. -/
theorem velocity_superposition {p q : E} {a b c s : ℝ} (hp : ‖p‖ = 1) (hq : ‖q‖ = 1)
    (hpq : inner ℂ p q = 0) (hVp : V p = (a : ℂ) • p) (hVq : V q = (b : ℂ) • q)
    (hcs : c ^ 2 + s ^ 2 = 1) :
    ‖(c : ℂ) • p + (s : ℂ) • q‖ = 1 ∧
      velocity V ((c : ℂ) • p + (s : ℂ) • q) = a * c ^ 2 + b * s ^ 2 := by
  have hpp : inner ℂ p p = 1 := by rw [inner_self_eq_norm_sq_to_K, hp]; simp
  have hqq : inner ℂ q q = 1 := by rw [inner_self_eq_norm_sq_to_K, hq]; simp
  have hqp : inner ℂ q p = 0 := inner_eq_zero_symm.1 hpq
  have hcs' : (c : ℂ) ^ 2 + (s : ℂ) ^ 2 = 1 := by exact_mod_cast hcs
  constructor
  · have h1 : inner ℂ ((c : ℂ) • p + (s : ℂ) • q) ((c : ℂ) • p + (s : ℂ) • q) = 1 := by
      simp only [inner_add_left, inner_add_right, inner_smul_left, inner_smul_right,
        Complex.conj_ofReal, hpp, hqq, hpq, hqp]
      linear_combination hcs'
    have h2 := inner_self_eq_norm_sq (𝕜 := ℂ) ((c : ℂ) • p + (s : ℂ) • q)
    rw [h1] at h2
    have h3 : ‖(c : ℂ) • p + (s : ℂ) • q‖ ^ 2 = 1 := by rw [← h2]; simp
    exact (pow_eq_one_iff_of_nonneg (norm_nonneg _) two_ne_zero).1 h3
  · have h : inner ℂ ((c : ℂ) • p + (s : ℂ) • q) (V ((c : ℂ) • p + (s : ℂ) • q))
        = ((a * c ^ 2 + b * s ^ 2 : ℝ) : ℂ) := by
      rw [map_add, map_smul, map_smul, hVp, hVq]
      simp only [inner_add_left, inner_add_right, inner_smul_left, inner_smul_right,
        Complex.conj_ofReal, hpp, hqq, hpq, hqp]
      push_cast
      ring
    rw [velocity, h, Complex.ofReal_re]
```

## The trace and the weighted average

The sum rule holds for every orthonormal basis indexed by `Fin d`. Mathlib supplies the trace as the sum of the complex numbers $\langle e_i,Ve_i\rangle$, and `ofReal_velocity` identifies each of them with a velocity.

```lean
/-- Sum rule: for a Hermitian velocity operator, the velocities of the members of any
orthonormal basis add up to its trace. -/
theorem sum_velocity (hV : V.IsSymmetric) {d : ℕ} (e : OrthonormalBasis (Fin d) ℂ E) :
    ((∑ i, velocity V (e i) : ℝ) : ℂ) = LinearMap.trace ℂ E V := by
  rw [LinearMap.trace_eq_sum_inner V e, Complex.ofReal_sum]
  exact Finset.sum_congr rfl fun i _ => ofReal_velocity hV (e i)
```

From here on `E` is finite-dimensional, so an eigenbasis is available. In the lemma below, `hV.eigenvectorBasis hd i` is $w_i$ and `hV.eigenvalues hd i` is $\lambda_i$. The proof inserts the complete basis, moves `V` onto $w_i$ by symmetry, and combines the two overlaps into a squared modulus.

```lean
variable [FiniteDimensional ℂ E]

/-- For a Hermitian velocity operator, the velocity of a state is the sum of the eigenvalues
weighted by the squared overlaps with an orthonormal eigenbasis. -/
theorem velocity_eq_average (hV : V.IsSymmetric) {d : ℕ} (hd : finrank ℂ E = d) (u : E) :
    velocity V u =
      ∑ i, hV.eigenvalues hd i * ‖inner ℂ (hV.eigenvectorBasis hd i) u‖ ^ 2 := by
  have h : inner ℂ u (V u) = ((∑ i, hV.eigenvalues hd i *
      ‖inner ℂ (hV.eigenvectorBasis hd i) u‖ ^ 2 : ℝ) : ℂ) := by
    rw [← (hV.eigenvectorBasis hd).sum_inner_mul_inner u (V u)]
    push_cast
    refine Finset.sum_congr rfl fun i _ => ?_
    have he : V (hV.eigenvectorBasis hd i) =
        ((hV.eigenvalues hd i : ℝ) : ℂ) • hV.eigenvectorBasis hd i :=
      hV.apply_eigenvectorBasis hd i
    rw [← hV (hV.eigenvectorBasis hd i) u, he, inner_smul_left, Complex.conj_ofReal,
      ← inner_conj_symm u (hV.eigenvectorBasis hd i)]
    linear_combination ((hV.eigenvalues hd i : ℝ) : ℂ) *
      Complex.conj_mul' (inner ℂ (hV.eigenvectorBasis hd i) u)
  rw [velocity, h, Complex.ofReal_re]
```

## The full interval

The hypotheses `IsLeast` and `IsGreatest` say that $a$ and $b$ are themselves band velocities and bound all the others. They force the level to be nonzero. For $d=1$ they give $a=b$, and the interval is a single point. The left side of the first conclusion is the set of velocities of all unit vectors, and `Set.Icc a b` is $[a,b]$.

The first half of the proof establishes that the weights sum to one (`hw`) and compares the average with $a$ and $b$ term by term. The second half treats $a=b$ separately, derives $p\perp q$ when $a<b$, and applies `velocity_superposition` with amplitudes $\sqrt{1-t}$ and $\sqrt t$.

```lean
/-- Let `a` and `b` be the least and greatest eigenvalues of a Hermitian velocity operator.
The velocities of normalized states fill exactly `[a, b]`, while their sum over any orthonormal
basis is the trace. -/
theorem velocity_range_and_sum (hV : V.IsSymmetric) {a b : ℝ}
    (ha : IsLeast (bandVelocities V) a) (hb : IsGreatest (bandVelocities V) b) :
    velocity V '' {u | ‖u‖ = 1} = Set.Icc a b ∧
      ∀ (d : ℕ) (e : OrthonormalBasis (Fin d) ℂ E),
        ((∑ i, velocity V (e i) : ℝ) : ℂ) = LinearMap.trace ℂ E V := by
  refine ⟨Set.Subset.antisymm ?_ ?_, fun d e => sum_velocity hV e⟩
  · -- a weighted average lies between the extreme eigenvalues
    rintro _ ⟨u, hu, rfl⟩
    have hu1 : ‖u‖ = 1 := hu
    have hw : ∑ i, ‖inner ℂ (hV.eigenvectorBasis rfl i) u‖ ^ 2 = 1 := by
      have h := EuclideanSpace.norm_sq_eq ((hV.eigenvectorBasis rfl).repr u)
      rw [LinearIsometryEquiv.norm_map, hu1] at h
      simp only [OrthonormalBasis.repr_apply_apply] at h
      linarith
    have hmem : ∀ i, hV.eigenvalues rfl i ∈ bandVelocities V :=
      fun i => hV.hasEigenvalue_eigenvalues rfl i
    rw [velocity_eq_average hV rfl u]
    constructor
    · rw [← mul_one a, ← hw, Finset.mul_sum]
      exact Finset.sum_le_sum fun i _ =>
        mul_le_mul_of_nonneg_right (ha.2 (hmem i)) (sq_nonneg _)
    · rw [← mul_one b, ← hw, Finset.mul_sum]
      exact Finset.sum_le_sum fun i _ =>
        mul_le_mul_of_nonneg_right (hb.2 (hmem i)) (sq_nonneg _)
  · -- superpositions of the two extreme eigenvectors reach every value
    rintro v ⟨hav, hvb⟩
    obtain ⟨p, hp, hVp⟩ := exists_band_state ha.1
    obtain ⟨q, hq, hVq⟩ := exists_band_state hb.1
    rcases (hav.trans hvb).eq_or_lt with hab | hab
    · exact ⟨p, hp, (velocity_of_eigenvector hp hVp).trans (by linarith)⟩
    have hpq : inner ℂ p q = 0 := by
      have h : inner ℂ (V p) q = inner ℂ p (V q) := hV p q
      rw [hVp, hVq, inner_smul_left, inner_smul_right, Complex.conj_ofReal] at h
      have hne : (a : ℂ) - b ≠ 0 := sub_ne_zero.2 (by exact_mod_cast hab.ne)
      have h0 : ((a : ℂ) - b) * inner ℂ p q = 0 := by linear_combination h
      exact (mul_eq_zero.1 h0).resolve_left hne
    have hpos : 0 < b - a := sub_pos.2 hab
    have ht0 : 0 ≤ (v - a) / (b - a) := div_nonneg (by linarith) hpos.le
    have ht1 : 0 ≤ 1 - (v - a) / (b - a) :=
      sub_nonneg.2 ((div_le_one hpos).2 (by linarith))
    have ht : (v - a) / (b - a) * (b - a) = v - a := div_mul_cancel₀ _ hpos.ne'
    obtain ⟨h1, h2⟩ := velocity_superposition (c := √(1 - (v - a) / (b - a)))
      (s := √((v - a) / (b - a))) hp hq hpq hVp hVq
      (by rw [Real.sq_sqrt ht1, Real.sq_sqrt ht0]; ring)
    refine ⟨_, h1, h2.trans ?_⟩
    rw [Real.sq_sqrt ht1, Real.sq_sqrt ht0]
    linear_combination ht
```

## Choosing a basis, and when the choice is harmless

Any value in $[a,b]$ can be given to any one chosen member of an orthonormal basis: take a unit vector with that velocity and extend it to a basis with the vector at position $i$. The remaining velocities are then constrained by the sum rule. For $d=2$ the other one must be $a+b-v$.

```lean
/-- For a Hermitian velocity operator on a `d`-fold level, any chosen member of an orthonormal
basis can be given any velocity between the least and greatest eigenvalues. -/
theorem exists_basis_with_velocity (hV : V.IsSymmetric) {a b v : ℝ}
    (ha : IsLeast (bandVelocities V) a) (hb : IsGreatest (bandVelocities V) b)
    (hv : v ∈ Set.Icc a b) {d : ℕ} (hd : finrank ℂ E = d) (i : Fin d) :
    ∃ e : OrthonormalBasis (Fin d) ℂ E, velocity V (e i) = v := by
  rw [← (velocity_range_and_sum hV ha hb).1] at hv
  obtain ⟨u, hu, huv⟩ := hv
  have ho : Orthonormal ℂ (({i} : Set (Fin d)).domRestrict fun _ => u) :=
    ⟨fun _ => hu, fun j k hjk => absurd (Subsingleton.elim j k) hjk⟩
  obtain ⟨e, he⟩ := ho.exists_orthonormalBasis_extension_of_card_eq (by simpa using hd)
  exact ⟨e, by rw [he i rfl, huv]⟩
```

The velocity is the same for all normalized states only when `V` is a multiple of the identity. If every state has velocity $c$, so does each $w_i$; hence $\lambda_i=c$ for all $i$, and `V` agrees with $c\cdot1$ on a basis. Conversely, $\langle u,cu\rangle=c$ for every unit vector.

```lean
/-- For a Hermitian velocity operator, all normalized states have the same velocity `c` exactly
when the operator is `c` times the identity. -/
theorem velocity_constant_iff (hV : V.IsSymmetric) (c : ℝ) :
    (∀ u : E, ‖u‖ = 1 → velocity V u = c) ↔ V = (c : ℂ) • LinearMap.id := by
  constructor
  · intro h
    refine (hV.eigenvectorBasis rfl).toBasis.ext fun i => ?_
    have he : V (hV.eigenvectorBasis rfl i) =
        ((hV.eigenvalues rfl i : ℝ) : ℂ) • hV.eigenvectorBasis rfl i :=
      hV.apply_eigenvectorBasis rfl i
    have hn := (hV.eigenvectorBasis rfl).orthonormal.1 i
    have hc : hV.eigenvalues rfl i = c := (velocity_of_eigenvector hn he).symm.trans (h _ hn)
    rw [OrthonormalBasis.coe_toBasis, he, hc, LinearMap.smul_apply, LinearMap.id_apply]
  · intro h u hu
    exact velocity_of_eigenvector hu (by rw [h, LinearMap.smul_apply, LinearMap.id_apply])
```

## The two-level crossing

The opening example returns as a map that exchanges the two components of a vector.

```lean
/-- The velocity operator of a two-level crossing that exchanges the two basis states. -/
def exchange : EuclideanSpace ℂ (Fin 2) →ₗ[ℂ] EuclideanSpace ℂ (Fin 2) where
  toFun x := !₂[x 1, x 0]
  map_add' x y := by ext i; fin_cases i <;> simp
  map_smul' c x := by ext i; fin_cases i <;> simp
```

The theorem confirms that this map is Hermitian, that its extreme band velocities are $-1$ and $1$, and that both original basis states have velocity zero. For the bounds, an eigenvector with components $u_0,u_1$ satisfies $u_1=vu_0$ and $u_0=vu_1$, so $(v^2-1)u_0=0$. If $v^2\ne1$, both components vanish, which contradicts $\|u\|=1$. The eigenvectors appear in the code as `!₂[1, -1]` and `!₂[1, 1]`; the normalized states are $(1,\mp1)/\sqrt2$, with velocities $\mp1$.

```lean
/-- The exchange operator is Hermitian with extreme eigenvalues `-1` and `1`, yet both original
basis states have velocity zero. -/
theorem exchange_witness :
    exchange.IsSymmetric ∧ IsLeast (bandVelocities exchange) (-1) ∧
      IsGreatest (bandVelocities exchange) 1 ∧
      velocity exchange !₂[1, 0] = 0 ∧ velocity exchange !₂[0, 1] = 0 := by
  -- applying the exchange twice gives the identity, so eigenvalues square to one
  have hsq : ∀ v ∈ bandVelocities exchange, v ^ 2 = 1 := by
    intro v hv
    obtain ⟨u, hu, hVu⟩ := exists_band_state hv
    have h0 : u 1 = (v : ℂ) * u 0 := by
      simpa [exchange] using congrArg (fun x : EuclideanSpace ℂ (Fin 2) => x 0) hVu
    have h1 : u 0 = (v : ℂ) * u 1 := by
      simpa [exchange] using congrArg (fun x : EuclideanSpace ℂ (Fin 2) => x 1) hVu
    by_contra hne
    have hc : (v : ℂ) ^ 2 - 1 ≠ 0 := sub_ne_zero.2 (by exact_mod_cast hne)
    have hm : ((v : ℂ) ^ 2 - 1) * u 0 = 0 := by linear_combination -h1 - (v : ℂ) * h0
    have z0 : u 0 = 0 := (mul_eq_zero.1 hm).resolve_left hc
    have z1 : u 1 = 0 := by rw [h0, z0, mul_zero]
    have hz : u = 0 := by ext i; fin_cases i <;> simp [z0, z1]
    rw [hz, norm_zero] at hu
    exact zero_ne_one hu
  refine ⟨?_, ⟨?_, fun v hv => ?_⟩, ⟨?_, fun v hv => ?_⟩, ?_, ?_⟩
  · intro x y
    simp [exchange, PiLp.inner_apply, Fin.sum_univ_two, add_comm]
  · refine End.hasEigenvalue_of_hasEigenvector (x := !₂[1, -1])
      ⟨End.mem_eigenspace_iff.2 ?_, fun h => ?_⟩
    · ext i; fin_cases i <;> simp [exchange]
    · simpa using congrArg (fun x : EuclideanSpace ℂ (Fin 2) => x 0) h
  · nlinarith [hsq v hv]
  · refine End.hasEigenvalue_of_hasEigenvector (x := !₂[1, 1])
      ⟨End.mem_eigenspace_iff.2 ?_, fun h => ?_⟩
    · ext i; fin_cases i <;> simp [exchange]
    · simpa using congrArg (fun x : EuclideanSpace ℂ (Fin 2) => x 0) h
  · nlinarith [hsq v hv]
  · simp [velocity, exchange, PiLp.inner_apply, Fin.sum_univ_two]
  · simp [velocity, exchange, PiLp.inner_apply, Fin.sum_univ_two]

end

end BandCrossingVelocity
```

```lean
#print axioms BandCrossingVelocity.exists_basis_with_velocity
-- 'BandCrossingVelocity.exists_basis_with_velocity' depends on axioms: [propext, Classical.choice, Quot.sound]
#print axioms BandCrossingVelocity.velocity_constant_iff
-- 'BandCrossingVelocity.velocity_constant_iff' depends on axioms: [propext, Classical.choice, Quot.sound]
```
